# To first order, the Cartesian step M⁻¹BᵀZs changes the internal coordinates by GZs

In the theory of molecular vibrations, a fixed real matrix B takes small Cartesian displacements to first-order changes in the internal coordinates, and Wilson's matrix is G = BM⁻¹Bᵀ, with M the diagonal matrix of masses, one for each Cartesian component. `B_mulVec_cartesianStep` states that applying B to the step M⁻¹BᵀZs gives GZs, for finitely many coordinates and any real square matrix Z, so the result need not equal s. The theorem does not assume the masses nonzero, as the physical reading needs, because Lean sets both the inverse of zero and division by zero to zero. The attempt splits the product GZ into two successive actions on s, expands the action of G with `wilsonG_mulVec`, and then tries to unfold `cartesianStep` so that the two sides agree.

An attempt in Lean 4 with a fault in it:

```lean
import Mathlib

open Matrix

namespace BMulVecCartesianStep

noncomputable section

variable {k n : Type*} [Fintype k] [Fintype n] [DecidableEq n]

/-- The Wilson matrix `G = B M⁻¹ Bᵀ` for nonzero masses `m i`, one for each Cartesian
component. -/
def wilsonG (B : Matrix k n ℝ) (m : n → ℝ) : Matrix k k ℝ :=
  B * diagonal (fun i => (m i)⁻¹) * Bᵀ

/-- The Cartesian step `M⁻¹ Bᵀ Z s` computed from an internal displacement `s`, for nonzero
masses `m i`. -/
def cartesianStep (B : Matrix k n ℝ) (m : n → ℝ) (Z : Matrix k k ℝ) (s : k → ℝ) : n → ℝ :=
  fun i => (Bᵀ *ᵥ (Z *ᵥ s)) i / m i

/-- `G` acts on a vector by applying `Bᵀ`, dividing by the masses, and applying `B`. -/
theorem wilsonG_mulVec (B : Matrix k n ℝ) (m : n → ℝ) (v : k → ℝ) :
    wilsonG B m *ᵥ v = B *ᵥ (fun i => (Bᵀ *ᵥ v) i / m i) := by
  rw [wilsonG, ← Matrix.mulVec_mulVec, ← Matrix.mulVec_mulVec]
  congr 1
  ext i
  rw [Matrix.mulVec_diagonal, div_eq_inv_mul]

/-- The Cartesian step built from `s` changes the internal coordinates by `G Z s`. -/
theorem B_mulVec_cartesianStep (B : Matrix k n ℝ) (m : n → ℝ) (Z : Matrix k k ℝ)
    (s : k → ℝ) : B *ᵥ cartesianStep B m Z s = (wilsonG B m * Z) *ᵥ s := by
  rw [← Matrix.mulVec_mulVec, wilsonG_mulVec, cartesianStep]

end

end BMulVecCartesianStep
```

Messages:

```
Main.lean:32:46: error: Failed to rewrite using equation theorems for `cartesianStep`
```

Cause. The error is at the last item of the `rw`, `cartesianStep`, and says that Lean could not rewrite with the equation theorems for that definition. The body of `cartesianStep` is a function, `fun i => ...`, and the equation Lean generates for it describes the value at an index, `cartesianStep B m Z s i`. In the goal the step stands without an index, as the vector that `B` multiplies, so the equation finds nothing to match.

The repair keeps the first rewrite, which turns the right side into `wilsonG B m *ᵥ (Z *ᵥ s)`. It then drops the other two and gives `wilsonG_mulVec` for the vector `Z *ᵥ s`, reversed by `.symm` so that its sides are in the goal's order. The left side of that equation has the body of `cartesianStep` written out where the goal has its name. `exact` accepts this because the two are equal by definition, and Lean unfolds the name when it compares them, with no need for a rewrite.

As a diff, the version that Lean accepts:

```diff
@@ -30,5 +30,6 @@
 theorem B_mulVec_cartesianStep (B : Matrix k n ℝ) (m : n → ℝ) (Z : Matrix k k ℝ)
     (s : k → ℝ) : B *ᵥ cartesianStep B m Z s = (wilsonG B m * Z) *ᵥ s := by
-  rw [← Matrix.mulVec_mulVec, wilsonG_mulVec, cartesianStep]
+  rw [← Matrix.mulVec_mulVec]
+  exact (wilsonG_mulVec B m (Z *ᵥ s)).symm
 
 end
```
